# The distance between two Bloch solutions with the same field and equilibrium is at most exp(−min(R1, R2) t) times its initial value

Take two magnetizations in a field along z that differ only in the transverse plane. Their difference precesses and shrinks as exp(−R2 t), and the precession frequency has no effect on its length. Now I switch on shaped pulses. The field keeps turning transverse difference into longitudinal difference and back, the two parts decay at different rates, and the rotations don't commute with the relaxation. Could some pulse shape make the difference grow for a while, or preserve a memory of the initial state for longer than the slower relaxation rate allows? I would look at the eigenvalues of the Bloch matrix, but for a time-dependent matrix the eigenvalues at each instant don't settle the question.

## The field turns the difference but never stretches it

Start with your transverse case. Let D be the difference, with components D₀, D₁, D₂ along x, y, z, and let the precession frequency ω depend on time if you like. Then D₂ = 0 and

D₀′ = −ω D₁ − R2 D₀

D₁′ = ω D₀ − R2 D₁

Multiply the first line by 2D₀ and the second by 2D₁, and add. The ω terms cancel:

(D₀² + D₁²)′ = −2 R2 (D₀² + D₁²)

The same cancellation happens for a field in any direction, so the answer to both of your questions is no, provided that the rates are positive and both magnetizations see the same field and the same equilibrium.

In general, let M and N both solve

M′ = w × M − R(M − Meq), with R = diag(R2, R2, R1)

Here R1 = 1/T1 and R2 = 1/T2 are the longitudinal and transverse relaxation rates, which stand for the coupling of each spin to its surroundings, other spins included. Meq is the equilibrium magnetization, and w is the angular velocity of precession. In the textbook form γ M × B this means w = −γB. Subtract the two equations. Meq cancels, and D = M − N obeys

D′ = w × D − R D

The squared length therefore changes at the rate

(D·D)′ = 2 D·(w × D) − 2 D·RD

The torque term vanishes, because its six products cancel in pairs:

D₀(w₁D₂ − w₂D₁) + D₁(w₂D₀ − w₀D₂) + D₂(w₀D₁ − w₁D₀) = 0

The relaxation term is

D·RD = R2 D₀² + R2 D₁² + R1 D₂²

With k = min(R1, R2) and K = max(R1, R2), it lies between k|D|² and K|D|². Writing f = |D|², we get

−2K f ≤ f′ ≤ −2k f

From the right-hand inequality,

(exp(2kt) f)′ = exp(2kt)(2k f + f′) ≤ 0

so exp(2kt) f(t) ≤ f(0) for t ≥ 0. The left-hand inequality gives exp(2Kt) f(t) ≥ f(0) in the same way. Square roots then give

exp(−Kt) |D(0)| ≤ |D(t)| ≤ exp(−kt) |D(0)|

So a common pulse can change how fast the difference decays, by turning it, but the decay rate of its length always stays between R1 and R2.

For numbers, take R1 = 1 s⁻¹, R2 = 10 s⁻¹, and two magnetizations that start at +1 and −1 along z, so |D(0)| = 2. After 0.2 s the factors are exp(−0.2) ≈ 0.819 and exp(−2) ≈ 0.135. Whatever the common field did, the distance is between 0.27 and 1.64. With the field along z throughout, D stays longitudinal and the upper value is reached.

Free precession shows that both rates occur. For w = (0, 0, ω) and Meq = (0, 0, m) with constant ω and m, the solution

M = (a exp(−R2 t) cos ωt, a exp(−R2 t) sin ωt, m + b exp(−R1 t))

has M₀′ = −ωM₁ − R2 M₀, M₁′ = ωM₀ − R2 M₁ and M₂′ = −R1(M₂ − m), as required. Its distance from equilibrium is |b| exp(−R1 t) when a = 0, and |a| exp(−R2 t) when b = 0. Since equilibrium is itself a solution here (a = b = 0), one of these cases attains the upper bound and the other the lower.

Here is the argument in Lean 4 with Mathlib.

```lean
import Mathlib

open Matrix Filter Topology

namespace BlochContraction

noncomputable section

/-- The relaxation matrix diag(R2, R2, R1) applied to a magnetization vector. -/
def relaxation (R1 R2 : ℝ) (v : Fin 3 → ℝ) : Fin 3 → ℝ :=
  ![R2 * v 0, R2 * v 1, R1 * v 2]

/-- The Euclidean length of a vector in three dimensions. -/
def len (v : Fin 3 → ℝ) : ℝ := √(v ⬝ᵥ v)

/-- `M` solves the Bloch equation M' = w × M - diag(R2, R2, R1)(M - Meq) for all t ≥ 0,
with time-dependent field `w` and equilibrium magnetization `Meq`. -/
def IsBlochSolution (R1 R2 : ℝ) (w Meq M : ℝ → Fin 3 → ℝ) : Prop :=
  ∀ t, 0 ≤ t →
    HasDerivAt M ((w t) ⨯₃ (M t) - relaxation R1 R2 (M t - Meq t)) t

/-- The magnetic torque is orthogonal to the magnetization. -/
theorem torque_orthogonal (w v : Fin 3 → ℝ) : v ⬝ᵥ (w ⨯₃ v) = 0 := by
  simp [cross_apply, dotProduct, Fin.sum_univ_three]
  ring

/-- The quadratic form of the relaxation matrix lies between the smaller and the larger
rate times the squared length. -/
theorem relaxation_bounds (R1 R2 : ℝ) (v : Fin 3 → ℝ) :
    min R1 R2 * (v ⬝ᵥ v) ≤ v ⬝ᵥ relaxation R1 R2 v ∧
      v ⬝ᵥ relaxation R1 R2 v ≤ max R1 R2 * (v ⬝ᵥ v) := by
  have e : v ⬝ᵥ relaxation R1 R2 v = R2 * v 0 ^ 2 + R2 * v 1 ^ 2 + R1 * v 2 ^ 2 := by
    simp [relaxation, dotProduct, Fin.sum_univ_three]
    ring
  have e' : v ⬝ᵥ v = v 0 ^ 2 + v 1 ^ 2 + v 2 ^ 2 := by
    simp only [dotProduct, Fin.sum_univ_three]
    ring
  rw [e, e']
  constructor
  · nlinarith [mul_le_mul_of_nonneg_right (min_le_right R1 R2) (sq_nonneg (v 0)),
      mul_le_mul_of_nonneg_right (min_le_right R1 R2) (sq_nonneg (v 1)),
      mul_le_mul_of_nonneg_right (min_le_left R1 R2) (sq_nonneg (v 2))]
  · nlinarith [mul_le_mul_of_nonneg_right (le_max_right R1 R2) (sq_nonneg (v 0)),
      mul_le_mul_of_nonneg_right (le_max_right R1 R2) (sq_nonneg (v 1)),
      mul_le_mul_of_nonneg_right (le_max_left R1 R2) (sq_nonneg (v 2))]

/-- For two solutions with the same field and equilibrium, the squared distance changes at
the rate -2 D · diag(R2, R2, R1) D, where D is their difference. -/
theorem hasDerivAt_sq_distance {R1 R2 : ℝ} {w Meq M N : ℝ → Fin 3 → ℝ}
    (hM : IsBlochSolution R1 R2 w Meq M) (hN : IsBlochSolution R1 R2 w Meq N)
    {t : ℝ} (ht : 0 ≤ t) :
    HasDerivAt (fun s => (M s - N s) ⬝ᵥ (M s - N s))
      (-2 * ((M t - N t) ⬝ᵥ relaxation R1 R2 (M t - N t))) t := by
  -- the equilibrium magnetization cancels in the difference
  have hD : HasDerivAt (fun s => M s - N s)
      ((w t) ⨯₃ (M t - N t) - relaxation R1 R2 (M t - N t)) t := by
    refine ((hM t ht).fun_sub (hN t ht)).congr_deriv ?_
    ext i
    fin_cases i <;> simp [relaxation, cross_apply] <;> ring
  have h := hasDerivAt_pi.1 hD
  have e : (fun s => (M s - N s) ⬝ᵥ (M s - N s)) = fun s =>
      (M s - N s) 0 * (M s - N s) 0 + (M s - N s) 1 * (M s - N s) 1
        + (M s - N s) 2 * (M s - N s) 2 := by
    funext s
    simp only [dotProduct, Fin.sum_univ_three]
  rw [e]
  refine ((((h 0).fun_mul (h 0)).fun_add ((h 1).fun_mul (h 1))).fun_add
    ((h 2).fun_mul (h 2))).congr_deriv ?_
  -- the torque drops out
  have h0 := torque_orthogonal (w t) (M t - N t)
  generalize M t - N t = D at h0 ⊢
  generalize (w t) ⨯₃ D = T at h0 ⊢
  simp only [dotProduct, Fin.sum_univ_three, Pi.sub_apply] at h0 ⊢
  linear_combination 2 * h0

/-- Grönwall comparison: if f' ≤ -k f for all t ≥ 0, then f(t) ≤ exp(-k t) f(0) for t ≥ 0. -/
theorem decay_of_rate {f f' : ℝ → ℝ} {k : ℝ}
    (hf : ∀ t, 0 ≤ t → HasDerivAt f (f' t) t)
    (h : ∀ t, 0 ≤ t → f' t ≤ -(k * f t)) {t : ℝ} (ht : 0 ≤ t) :
    f t ≤ Real.exp (-(k * t)) * f 0 := by
  have hg : ∀ s, 0 ≤ s → HasDerivAt (fun s => Real.exp (k * s) * f s)
      (Real.exp (k * s) * (k * f s + f' s)) s := fun s hs =>
    ((((hasDerivAt_id' s).const_mul k).exp).fun_mul (hf s hs)).congr_deriv (by ring)
  -- exp(k s) f(s) never increases
  have anti : AntitoneOn (fun s => Real.exp (k * s) * f s) (Set.Ici 0) := by
    refine antitoneOn_of_deriv_nonpos (convex_Ici 0)
      (fun s hs => (hg s hs).continuousAt.continuousWithinAt)
      (fun s hs => (hg s (interior_subset hs)).differentiableAt.differentiableWithinAt)
      (fun s hs => ?_)
    have hs' : 0 ≤ s := interior_subset hs
    rw [(hg s hs').deriv]
    have h2 : 0 ≤ -(k * f s + f' s) := by linarith [h s hs']
    nlinarith [mul_nonneg (Real.exp_pos (k * s)).le h2]
  have key : Real.exp (k * t) * f t ≤ f 0 := by
    simpa using anti (Set.mem_Ici.2 le_rfl) (Set.mem_Ici.2 ht) ht
  calc f t = Real.exp (-(k * t)) * (Real.exp (k * t) * f t) := by
        rw [← mul_assoc, ← Real.exp_add, neg_add_cancel, Real.exp_zero, one_mul]
    _ ≤ Real.exp (-(k * t)) * f 0 :=
        mul_le_mul_of_nonneg_left key (Real.exp_pos _).le

/-- The square root halves an exponential decay rate. -/
theorem sqrt_exp_mul (k t a : ℝ) :
    √(Real.exp (-(2 * k * t)) * a) = Real.exp (-(k * t)) * √a := by
  have e : Real.exp (-(2 * k * t)) = Real.exp (-(k * t)) ^ 2 := by
    rw [sq, ← Real.exp_add]
    congr 1
    ring
  rw [e, Real.sqrt_mul (sq_nonneg _), Real.sqrt_sq (Real.exp_pos _).le]

/-- At every t ≥ 0 the distance between two solutions of the Bloch equation with the same field and
equilibrium is at most exp(-min(R1, R2) t) times its initial value, whatever the time dependence of
the field. -/
theorem bloch_contraction {R1 R2 : ℝ} {w Meq M N : ℝ → Fin 3 → ℝ}
    (hM : IsBlochSolution R1 R2 w Meq M) (hN : IsBlochSolution R1 R2 w Meq N)
    {t : ℝ} (ht : 0 ≤ t) :
    len (M t - N t) ≤ Real.exp (-(min R1 R2 * t)) * len (M 0 - N 0) := by
  have h := decay_of_rate (k := 2 * min R1 R2)
    (fun s hs => hasDerivAt_sq_distance hM hN hs)
    (fun s _ => by linarith [(relaxation_bounds R1 R2 (M s - N s)).1]) ht
  unfold len
  rw [← sqrt_exp_mul]
  exact Real.sqrt_le_sqrt h

/-- At every t ≥ 0 the distance between two solutions of the Bloch equation with the same field and
equilibrium is at least exp(-max(R1, R2) t) times its initial value. -/
theorem bloch_lower_bound {R1 R2 : ℝ} {w Meq M N : ℝ → Fin 3 → ℝ}
    (hM : IsBlochSolution R1 R2 w Meq M) (hN : IsBlochSolution R1 R2 w Meq N)
    {t : ℝ} (ht : 0 ≤ t) :
    Real.exp (-(max R1 R2 * t)) * len (M 0 - N 0) ≤ len (M t - N t) := by
  -- the comparison is applied to minus the squared distance
  have h := decay_of_rate (k := 2 * max R1 R2)
    (fun s hs => (hasDerivAt_sq_distance hM hN hs).fun_neg)
    (fun s _ => by linarith [(relaxation_bounds R1 R2 (M s - N s)).2]) ht
  unfold len
  rw [← sqrt_exp_mul]
  exact Real.sqrt_le_sqrt (by linarith)

/-- If both relaxation rates are positive, the distance between two solutions with the same
field and equilibrium tends to zero at long times. -/
theorem initial_state_forgotten {R1 R2 : ℝ} (h1 : 0 < R1) (h2 : 0 < R2)
    {w Meq M N : ℝ → Fin 3 → ℝ}
    (hM : IsBlochSolution R1 R2 w Meq M) (hN : IsBlochSolution R1 R2 w Meq N) :
    Tendsto (fun t => len (M t - N t)) atTop (𝓝 0) := by
  have hl := (Real.tendsto_exp_neg_atTop_nhds_zero.comp
    (tendsto_id.const_mul_atTop (lt_min h1 h2))).mul_const (len (M 0 - N 0))
  rw [zero_mul] at hl
  exact squeeze_zero' (Eventually.of_forall fun t => Real.sqrt_nonneg _)
    ((eventually_ge_atTop 0).mono fun t ht => bloch_contraction hM hN ht) hl

/-- Free precession about z at angular frequency `ω`, with equilibrium magnetization `m`,
initial transverse component `a` and initial longitudinal deviation `b`. -/
def freePrecession (R1 R2 ω m a b t : ℝ) : Fin 3 → ℝ :=
  ![a * Real.exp (-(R2 * t)) * Real.cos (ω * t),
    a * Real.exp (-(R2 * t)) * Real.sin (ω * t),
    m + b * Real.exp (-(R1 * t))]

/-- Free precession solves the Bloch equation in a static field along z with equilibrium
magnetization along z. -/
theorem freePrecession_isBlochSolution (R1 R2 ω m a b : ℝ) :
    IsBlochSolution R1 R2 (fun _ => ![0, 0, ω]) (fun _ => ![0, 0, m])
      (freePrecession R1 R2 ω m a b) := by
  intro t _
  have hE (R : ℝ) := ((hasDerivAt_id' t).const_mul R).fun_neg.exp
  have hω := (hasDerivAt_id' t).const_mul ω
  refine hasDerivAt_pi.2 fun i => ?_
  fin_cases i
  · exact (((hE R2).const_mul a).fun_mul hω.cos).congr_deriv (by
      simp [freePrecession, relaxation, cross_apply]
      ring)
  · exact (((hE R2).const_mul a).fun_mul hω.sin).congr_deriv (by
      simp [freePrecession, relaxation, cross_apply]
      ring)
  · exact (((hE R1).const_mul b).const_add m).congr_deriv (by
      simp [freePrecession, relaxation, cross_apply]
      ring)

/-- In free precession the length of a purely longitudinal deviation from equilibrium is exp(-R1 t)
|b|, and that of a purely transverse one is exp(-R2 t) |a|. -/
theorem freePrecession_exact_decay (R1 R2 ω m a b t : ℝ) :
    len (freePrecession R1 R2 ω m 0 b t - ![0, 0, m]) = Real.exp (-(R1 * t)) * |b| ∧
      len (freePrecession R1 R2 ω m a 0 t - ![0, 0, m]) = Real.exp (-(R2 * t)) * |a| := by
  constructor
  · have e : (freePrecession R1 R2 ω m 0 b t - ![0, 0, m]) ⬝ᵥ
        (freePrecession R1 R2 ω m 0 b t - ![0, 0, m]) = (Real.exp (-(R1 * t)) * b) ^ 2 := by
      simp [freePrecession, dotProduct, Fin.sum_univ_three]
      ring
    rw [len, e, Real.sqrt_sq_eq_abs, abs_mul, Real.abs_exp]
  · have e : (freePrecession R1 R2 ω m a 0 t - ![0, 0, m]) ⬝ᵥ
        (freePrecession R1 R2 ω m a 0 t - ![0, 0, m]) = (Real.exp (-(R2 * t)) * a) ^ 2 := by
      simp [freePrecession, dotProduct, Fin.sum_univ_three]
      linear_combination (a * Real.exp (-(R2 * t))) ^ 2 * Real.sin_sq_add_cos_sq (ω * t)
    rw [len, e, Real.sqrt_sq_eq_abs, abs_mul, Real.abs_exp]

end

end BlochContraction
```

```lean
#print axioms BlochContraction.bloch_contraction
#print axioms BlochContraction.initial_state_forgotten
#print axioms BlochContraction.freePrecession_isBlochSolution
#print axioms BlochContraction.freePrecession_exact_decay
```

```
'BlochContraction.bloch_contraction' depends on axioms: [propext, Classical.choice, Quot.sound]
'BlochContraction.initial_state_forgotten' depends on axioms: [propext, Classical.choice, Quot.sound]
'BlochContraction.freePrecession_isBlochSolution' depends on axioms: [propext, Classical.choice, Quot.sound]
'BlochContraction.freePrecession_exact_decay' depends on axioms: [propext, Classical.choice, Quot.sound]
```

## What the theorems say about magnetizations

A magnetization is a function `Fin 3 → ℝ`, with indices 0, 1, 2 for x, y, z. A time-dependent one has type `ℝ → Fin 3 → ℝ`, so `M 0` is the whole vector at time zero, while `v 0` is the x component of a single vector. The symbol `⨯₃` is the cross product and `⬝ᵥ` the dot product. `relaxation R1 R2 v` is the vector Rv, and `len` is the Euclidean length.

`IsBlochSolution R1 R2 w Meq M` says that M has the derivative given by the Bloch equation at every t ≥ 0. The rates are constants; `w` and `Meq` are arbitrary functions of time, without even a continuity assumption. Existence of a solution is a hypothesis, established only for free precession.

`bloch_contraction` is the upper bound and `bloch_lower_bound` the lower one. Neither restricts the signs of the rates; a negative minimum simply gives a bound that grows. `initial_state_forgotten` assumes that both rates are positive and concludes that the distance tends to zero. Nonnegative rates would not be enough: with R1 = 0, a longitudinal deviation in free precession stays constant.

The derivative is required at every instant, so a rectangular pulse, which puts a kink in M where the field jumps, doesn't satisfy the definition directly. One would apply the bounds between jumps and multiply the factors. The step from this model to a sample is the assumption that its magnetization follows the Bloch equation with a prescribed field. Under radiation damping, for example, the field depends on the magnetization, so two different initial states no longer share one `w`.

Two points can go wrong here. In the physics, Meq may not be used as the second solution N unless it solves the equation itself. A constant Meq does so only if w × Meq = 0, which a transverse pulse violates; the magnetizations then approach each other, but not necessarily Meq. In the formal statement, writing `‖M t - N t‖` for this type would give the largest absolute component instead of the Euclidean length. That norm can grow under a pure rotation: turned by −45° about z, (1, 1, 0) becomes (√2, 0, 0), and the norm rises from 1 to √2. Hence the separate definition `len`.

For a single spin-1/2 whose Bloch vector obeys this equation, |D|/2 is the trace distance between the two density matrices, so the bounds limit how quickly or slowly a common control field can let two states become indistinguishable. In a Bloch simulation of a single isochromat with constant rates, two runs with the same smooth field, including the resonance offset and any gradients, and the same equilibrium magnetization should stay within the same limits, up to discretization and rounding errors. For a sum over isochromats with different offsets both limits can fail. Dephasing also shrinks the summed difference, and if the isochromats are already dephased at time zero, refocusing them, as in a spin echo, can make it grow.

## From the cancelling torque to the two exponentials

`torque_orthogonal` writes out the cross and dot products, and `ring` cancels the six terms. `relaxation_bounds` writes D·RD as a weighted sum of squares. It then gives `nlinarith` the inequalities min ≤ R1, R2 ≤ max, each multiplied by the square of a component.

`hasDerivAt_sq_distance` does the calculus. Its intermediate fact `hD` is the equation for D, checked component by component, and this is where Meq cancels. The product rule is applied to the three squares, and the closing `linear_combination 2 * h0` removes the term 2 D·(w × D) by orthogonality.

`decay_of_rate` is the Grönwall step. It shows that exp(ks) f(s) has a nonpositive derivative, concludes that this product never increases on [0, ∞), and compares times 0 and t. It doesn't assume f ≥ 0, which the lower bound exploits: applied to −|D|² with rate 2K, the same lemma gives the reversed inequality.

`sqrt_exp_mul` turns the factor exp(−2kt) for the squared distance into exp(−kt) for the distance. The two main theorems combine these results and take square roots. `initial_state_forgotten` squeezes the distance between zero and the decaying upper bound.

For free precession, `freePrecession_isBlochSolution` differentiates the three components separately and compares them with the Bloch equation. `freePrecession_exact_decay` writes the squared deviation as a perfect square, using sin² + cos² = 1 in the transverse case, and its root gives the absolute values |b| and |a|.
